# A Hermitian operator is tridiagonal in an orthonormal Lanczos basis

Take three orthonormal vectors $q_0,q_1,q_2$ and a Hermitian operator $A$ with $Aq_0=a\,q_0+b\,q_1$ for some complex numbers $a,b$. Since $q_2$ is orthogonal to $q_0$ and $q_1$, we have $\langle q_2,Aq_0\rangle=0$. Hermiticity carries this zero to the other corner of the matrix:

$$\langle q_0,Aq_2\rangle=\langle Aq_0,q_2\rangle=\overline{\langle q_2,Aq_0\rangle}=0.$$

Nothing was assumed about $Aq_2$. The problems below extend this argument to $m+1$ vectors.

## Setting and coefficients

Let $E$ be a complex inner product space of any dimension, with $\langle\cdot,\cdot\rangle$ linear in its second argument. The operator `A` is a linear map defined on all of $E$, so an unbounded Hamiltonian with a smaller domain is not treated. Hermiticity is the hypothesis `A.IsSymmetric`, that is, $\langle Ax,y\rangle=\langle x,Ay\rangle$ for all $x,y$. The vectors form a sequence `q : ℕ → E`, of which only $q_0,\dots,q_m$ are required to be orthonormal. Finite-dimensional spaces are therefore included.

```lean
import Mathlib

open scoped InnerProductSpace ComplexConjugate

namespace LanczosRecurrence

noncomputable section

variable {E : Type*} [NormedAddCommGroup E] [InnerProductSpace ℂ E]
  {A : E →ₗ[ℂ] E} {q : ℕ → E} {m : ℕ}
```

The third hypothesis, after Hermiticity and orthonormality, says that each application of $A$ reaches at most one new vector: for $j<m$, $Aq_j$ lies in the span of $q_0,\dots,q_{j+1}$. It holds when the $q_j$ come from orthonormalising the Krylov vectors $v,Av,A^2v,\dots$ in order. Here it is assumed, and the vectors are given, not constructed. In Lean, `Set.Iic (j + 1)` is the set of labels $0,\dots,j+1$.

```lean
/-- For each `j < m`, the operator sends `q j` into the span of `q 0, ..., q (j+1)`. -/
def ReachesOneFurther (A : E →ₗ[ℂ] E) (q : ℕ → E) (m : ℕ) : Prop :=
  ∀ j < m, A (q j) ∈ Submodule.span ℂ (q '' Set.Iic (j + 1))
```

The diagonal coefficient is the matrix element $\alpha_j=\langle q_j,Aq_j\rangle$.

```lean
/-- The diagonal Lanczos coefficient `⟨q_j, A q_j⟩`. -/
def alpha (A : E →ₗ[ℂ] E) (q : ℕ → E) (j : ℕ) : ℂ := ⟪q j, A (q j)⟫_ℂ
```

The off-diagonal coefficient is $\beta_j=\langle q_{j+1},Aq_j\rangle$. Lanczos programs usually fix the phases of the vectors so that $\beta_j\ge 0$; here it may be any complex number.

```lean
/-- The off-diagonal Lanczos coefficient `⟨q_(j+1), A q_j⟩`. -/
def beta (A : E →ₗ[ℂ] E) (q : ℕ → E) (j : ℕ) : ℂ := ⟪q (j + 1), A (q j)⟫_ℂ
```

## (a) Overlaps

**Task.** For $i,j\le m$, show that
$$\langle q_i,q_j\rangle=\delta_{ij}.$$

**Solution.** This is orthonormality written out: each vector has norm one, and different vectors have zero overlap. The Lean hypothesis labels the vectors by `Fin (m + 1)`, the integers from $0$ to $m$ with their bound attached. The lemma restates it for ordinary natural numbers.

```lean
/-- Overlaps of the orthonormal vectors `q 0, ..., q m`, written with natural-number labels. -/
theorem overlap (hq : Orthonormal ℂ (fun i : Fin (m + 1) => q i)) (i j : ℕ)
    (hi : i ≤ m) (hj : j ≤ m) : ⟪q i, q j⟫_ℂ = if i = j then 1 else 0 := by
  have h := orthonormal_iff_ite.1 hq ⟨i, by omega⟩ ⟨j, by omega⟩
  simpa [Fin.ext_iff] using h
```

## (b) Later vectors see nothing of an earlier span

**Task.** Let $n<i\le m$ and let $v$ lie in the span of $q_0,\dots,q_n$. Show that
$$\langle q_i,v\rangle=0.$$

**Solution.** Write $v=\sum_{k=0}^{n}c_kq_k$. Then $\langle q_i,v\rangle=\sum_{k=0}^{n}c_k\delta_{ik}$, and every term vanishes because $k\le n<i$.

```lean
/-- With `q 0, ..., q m` orthonormal and `n < i ≤ m`, the vector `q i` is orthogonal to
everything in the span of `q 0, ..., q n`. -/
theorem later_orthogonal (hq : Orthonormal ℂ (fun i : Fin (m + 1) => q i)) {i n : ℕ}
    (hi : i ≤ m) (hn : n < i) {v : E} (hv : v ∈ Submodule.span ℂ (q '' Set.Iic n)) :
    ⟪q i, v⟫_ℂ = 0 := by
  induction hv using Submodule.span_induction with
  | mem x hx =>
    obtain ⟨k, hk, rfl⟩ := hx
    have hk' : k ≤ n := hk
    rw [overlap hq i k hi (by omega), if_neg (by omega)]
  | zero => exact inner_zero_right _
  | add x y _ _ hx hy => rw [inner_add_right, hx, hy, add_zero]
  | smul c x _ hx => rw [inner_smul_right, hx, mul_zero]
```

## (c) Expansion in projections

**Task.** Let $n\le m$ and let $v$ lie in the span of $q_0,\dots,q_n$. Show that
$$v=\sum_{i=0}^{n}\langle q_i,v\rangle\,q_i.$$

**Solution.** With $v=\sum_{k=0}^{n}c_kq_k$ and $i\le n$, part (a) gives $\langle q_i,v\rangle=\sum_k c_k\delta_{ik}=c_i$. Substituting these values for the $c_i$ gives the claim.

```lean
/-- With `q 0, ..., q m` orthonormal and `n ≤ m`, a vector in the span of `q 0, ..., q n`
is the sum of its projections on these vectors. -/
theorem expansion (hq : Orthonormal ℂ (fun i : Fin (m + 1) => q i)) {n : ℕ}
    (hn : n ≤ m) {v : E} (hv : v ∈ Submodule.span ℂ (q '' Set.Iic n)) :
    v = ∑ i ∈ Finset.range (n + 1), ⟪q i, v⟫_ℂ • q i := by
  induction hv using Submodule.span_induction with
  | mem x hx =>
    obtain ⟨k, hk, rfl⟩ := hx
    have hk' : k ≤ n := hk
    symm
    rw [Finset.sum_eq_single k]
    · rw [overlap hq k k (by omega) (by omega), if_pos rfl, one_smul]
    · intro i hi hne
      have hi' := Finset.mem_range.1 hi
      rw [overlap hq i k (by omega) (by omega), if_neg hne, zero_smul]
    · intro h
      exact absurd (Finset.mem_range.2 (by omega)) h
  | zero => simp
  | add x y _ _ hx hy =>
    simp only [inner_add_right, add_smul, Finset.sum_add_distrib]
    rw [← hx, ← hy]
  | smul c x _ hx =>
    simp only [inner_smul_right, mul_smul, ← Finset.smul_sum]
    rw [← hx]
```

### Induction over a span

Parts (b) and (c) both rest on `Submodule.span_induction`. By hand we choose coefficients $c_k$; Lean never does. To prove a property of every vector in a span, it suffices to check the property for the generators, for zero, for a sum of two vectors that have it, and for a scalar multiple of one that has it. These are the cases `mem`, `zero`, `add` and `smul`.

The method works here because both target equations are linear in $v$. In the `add` case of (c), for instance, the sum for $x+y$ splits into the sums for $x$ and for $y$, which the induction hypotheses `hx` and `hy` turn back into $x$ and $y$. The overlaps from (a) enter only for the generators.

## (d) What Hermiticity says about the coefficients

**Task.** For Hermitian $A$, show that
$$\overline{\alpha_j}=\alpha_j,\qquad \langle q_j,Aq_{j+1}\rangle=\overline{\beta_j}.$$

**Solution.** Conjugation exchanges the arguments of the inner product, and Hermiticity moves $A$ across it:
$$\overline{\langle q_j,Aq_j\rangle}=\langle Aq_j,q_j\rangle=\langle q_j,Aq_j\rangle,$$
$$\langle q_j,Aq_{j+1}\rangle=\langle Aq_j,q_{j+1}\rangle=\overline{\langle q_{j+1},Aq_j\rangle}=\overline{\beta_j}.$$
Orthonormality is not used. The Lean proof chains the same two moves, `inner_conj_symm` and `hA`.

```lean
/-- For Hermitian `A`, the diagonal Lanczos coefficients are real, and the element above the
diagonal is the complex conjugate of the one below it. -/
theorem coefficients_hermitian (hA : A.IsSymmetric) (j : ℕ) :
    conj (alpha A q j) = alpha A q j ∧ ⟪q j, A (q (j + 1))⟫_ℂ = conj (beta A q j) :=
  ⟨(inner_conj_symm _ _).trans (hA _ _), (hA _ _).symm.trans (inner_conj_symm _ _).symm⟩
```

## (e) Zeros away from the three diagonals

**Task.** Under all three hypotheses (Hermiticity, orthonormality and the span condition), show for $i,j\le m$ that
$$\langle q_i,Aq_j\rangle=0\quad\text{whenever } |i-j|>1.$$

**Solution.** If $i>j+1$, then $j<m$, so $Aq_j$ lies in the span of $q_0,\dots,q_{j+1}$. Part (b) with $n=j+1$ gives zero.

If $j>i+1$, the same argument with the labels exchanged gives $\langle q_j,Aq_i\rangle=0$. Hence
$$\langle q_i,Aq_j\rangle=\langle Aq_i,q_j\rangle=\overline{\langle q_j,Aq_i\rangle}=0.$$
The column $j=m$ is included, although the span condition says nothing about $Aq_m$.

In Lean the difference of labels is taken in the integers, since subtraction of natural numbers stops at zero. The lemma `lt_abs` splits the condition into the two cases.

```lean
/-- If `A` is Hermitian, `q 0, ..., q m` are orthonormal and each `A q_j` with `j < m` lies in
the span of `q 0, ..., q (j+1)`, then `⟨q_i, A q_j⟩ = 0` whenever `i, j ≤ m` and `|i - j| > 1`. -/
theorem lanczos_tridiagonal (hA : A.IsSymmetric)
    (hq : Orthonormal ℂ (fun i : Fin (m + 1) => q i)) (hK : ReachesOneFurther A q m)
    {i j : ℕ} (hi : i ≤ m) (hj : j ≤ m) (hij : 1 < |(i : ℤ) - (j : ℤ)|) :
    ⟪q i, A (q j)⟫_ℂ = 0 := by
  rcases lt_abs.1 hij with h | h
  · -- below the diagonal: orthonormality and the span condition, without Hermiticity
    exact later_orthogonal hq hi (by omega) (hK j (by omega))
  · -- above the diagonal: move `A` to the other side
    have h0 : ⟪q j, A (q i)⟫_ℂ = 0 :=
      later_orthogonal hq hj (by omega) (hK i (by omega))
    rw [← hA, ← inner_conj_symm, h0, map_zero]
```

## (f) The first step

**Task.** For $m>0$, show that
$$Aq_0=\alpha_0q_0+\beta_0q_1.$$

**Solution.** The span condition puts $Aq_0$ in the span of $q_0,q_1$. Part (c) with $n=1$ gives $Aq_0=\langle q_0,Aq_0\rangle q_0+\langle q_1,Aq_0\rangle q_1$, whose coefficients are $\alpha_0$ and $\beta_0$. Hermiticity is not needed.

```lean
/-- The first Lanczos step: if `q 0, ..., q m` are orthonormal with `m > 0` and each `A q_j`
with `j < m` lies in the span of `q 0, ..., q (j+1)`, then `A q_0 = α_0 q_0 + β_0 q_1`. -/
theorem lanczos_first_step (hq : Orthonormal ℂ (fun i : Fin (m + 1) => q i))
    (hK : ReachesOneFurther A q m) (hm : 0 < m) :
    A (q 0) = alpha A q 0 • q 0 + beta A q 0 • q 1 := by
  have h := expansion hq (n := 1) (by omega) (hK 0 hm)
  rw [Finset.sum_range_succ, Finset.sum_range_one] at h
  exact h
```

## (g) The three-term recurrence

**Task.** Under the hypotheses of (e), show for $j+1<m$ that
$$Aq_{j+1}=\overline{\beta_j}\,q_j+\alpha_{j+1}q_{j+1}+\beta_{j+1}q_{j+2}.$$

**Solution.** The vector $Aq_{j+1}$ lies in the span of $q_0,\dots,q_{j+2}$, so by (c)
$$Aq_{j+1}=\sum_{i=0}^{j+2}\langle q_i,Aq_{j+1}\rangle\,q_i.$$
For $i<j$ the labels $i$ and $j+1$ differ by more than one, and (e) removes the term. When $j=0$ there are no such terms. The remaining coefficients, for $i=j,\ j+1,\ j+2$, are $\overline{\beta_j}$ by (d), then $\alpha_{j+1}$ and $\beta_{j+1}$ by definition.

Lean splits off the last three terms with `Finset.sum_range_succ`; `hz` states that the rest of the sum is zero.

```lean
/-- The Lanczos three-term recurrence: if `A` is Hermitian, `q 0, ..., q m` are orthonormal and
each `A q_j` with `j < m` lies in the span of `q 0, ..., q (j+1)`, then for `j + 1 < m` the vector
`A q_(j+1)` is a combination of `q_j`, `q_(j+1)` and `q_(j+2)` with the Lanczos coefficients. -/
theorem lanczos_recurrence (hA : A.IsSymmetric)
    (hq : Orthonormal ℂ (fun i : Fin (m + 1) => q i)) (hK : ReachesOneFurther A q m)
    {j : ℕ} (hj : j + 1 < m) :
    A (q (j + 1)) = conj (beta A q j) • q j + alpha A q (j + 1) • q (j + 1)
      + beta A q (j + 1) • q (j + 2) := by
  have h := expansion hq (n := j + 2) (by omega) (hK (j + 1) hj)
  -- all terms before `q j` vanish by tridiagonality
  have hz : ∑ i ∈ Finset.range j, ⟪q i, A (q (j + 1))⟫_ℂ • q i = 0 := by
    refine Finset.sum_eq_zero fun i hi => ?_
    have hi' := Finset.mem_range.1 hi
    rw [lanczos_tridiagonal hA hq hK (by omega) (by omega)
      (lt_abs.2 (Or.inr (by omega))), zero_smul]
  rw [Finset.sum_range_succ, Finset.sum_range_succ, Finset.sum_range_succ, hz, zero_add,
    (coefficients_hermitian hA j).2] at h
  exact h
```

For a finite Hamiltonian matrix, and without rounding errors, this means that a Lanczos step needs only the two most recent vectors. In floating-point work the computed vectors can lose the orthogonality assumed here unless they are reorthogonalised.

### Without Hermiticity

Let $q_0,q_1,q_2$ be an orthonormal basis of $\mathbb C^3$ and let $A$ be the cyclic shift $Aq_0=q_1$, $Aq_1=q_2$, $Aq_2=q_0$. The vectors are orthonormal and the span condition holds with $m=2$, but $A$ is not Hermitian. Now $\langle q_0,Aq_2\rangle=1$, so (e) fails. The recurrence fails too: $\beta_0=1$ would require a component of $Aq_1$ along $q_0$, and there is none.

## (h) The step that closes the space

**Task.** Let $m=n+1$ in the hypotheses of (e), and suppose that $Aq_{n+1}$ lies in the span of $q_0,\dots,q_{n+1}$. Show that
$$Aq_{n+1}=\overline{\beta_n}\,q_n+\alpha_{n+1}q_{n+1}.$$

**Solution.** Expand $Aq_{n+1}$ by (c) over $q_0,\dots,q_{n+1}$. Part (e) removes the terms with $i<n$, and (d) identifies the coefficient of $q_n$. The extra assumption `hc` holds automatically when the vectors span all of $E$.

```lean
/-- The closing step: under the hypotheses of the recurrence with last vector `q (n+1)`, if
`A q_(n+1)` stays in the span of `q 0, ..., q (n+1)`, it is a combination of `q_n` and `q_(n+1)`. -/
theorem lanczos_last_step {n : ℕ} (hA : A.IsSymmetric)
    (hq : Orthonormal ℂ (fun i : Fin (n + 1 + 1) => q i))
    (hK : ReachesOneFurther A q (n + 1))
    (hc : A (q (n + 1)) ∈ Submodule.span ℂ (q '' Set.Iic (n + 1))) :
    A (q (n + 1)) = conj (beta A q n) • q n + alpha A q (n + 1) • q (n + 1) := by
  have h := expansion hq le_rfl hc
  have hz : ∑ i ∈ Finset.range n, ⟪q i, A (q (n + 1))⟫_ℂ • q i = 0 := by
    refine Finset.sum_eq_zero fun i hi => ?_
    have hi' := Finset.mem_range.1 hi
    rw [lanczos_tridiagonal hA hq hK (by omega) (by omega)
      (lt_abs.2 (Or.inr (by omega))), zero_smul]
  rw [Finset.sum_range_succ, Finset.sum_range_succ, hz, zero_add,
    (coefficients_hermitian hA n).2] at h
  exact h
```

## (i) The norm of the residual

**Task.** Under the hypotheses of (e), show for $j+1<m$ that
$$\big\|Aq_{j+1}-\alpha_{j+1}q_{j+1}-\overline{\beta_j}\,q_j\big\|=|\beta_{j+1}|.$$

**Solution.** By (g) the vector inside the norm is $\beta_{j+1}q_{j+2}$, and $\|q_{j+2}\|=1$. A Lanczos program forms this residual and, if it is nonzero, normalises it to obtain the next vector.

```lean
/-- Under the hypotheses of the recurrence, subtracting from `A q_(j+1)` its parts along `q_(j+1)`
and `q_j` leaves a residual whose norm is `|β_(j+1)|`. -/
theorem lanczos_residual_norm (hA : A.IsSymmetric)
    (hq : Orthonormal ℂ (fun i : Fin (m + 1) => q i)) (hK : ReachesOneFurther A q m)
    {j : ℕ} (hj : j + 1 < m) :
    ‖A (q (j + 1)) - alpha A q (j + 1) • q (j + 1) - conj (beta A q j) • q j‖
      = ‖beta A q (j + 1)‖ := by
  have hn : ‖q (j + 2)‖ = 1 := hq.1 ⟨j + 2, by omega⟩
  have hr : A (q (j + 1)) - alpha A q (j + 1) • q (j + 1) - conj (beta A q j) • q j
      = beta A q (j + 1) • q (j + 2) := by
    rw [lanczos_recurrence hA hq hK hj]
    abel
  rw [hr, norm_smul, hn, mul_one]
```

## (j) A chain of three sites

**Task.** One particle hops between neighbouring sites of an open three-site chain, with energies in units of the hopping amplitude:
$$H(x_0,x_1,x_2)=(x_1,\;x_0+x_2,\;x_1).$$

```lean
/-- Nearest-neighbour hopping with unit amplitude on an open chain of three sites. -/
def hop : EuclideanSpace ℂ (Fin 3) →ₗ[ℂ] EuclideanSpace ℂ (Fin 3) where
  toFun x := !₂[x 1, x 0 + x 2, x 1]
  map_add' x y := by
    ext i
    fin_cases i <;> simp
    ring
  map_smul' c x := by
    ext i
    fin_cases i <;> simp
    ring
```

Let $s_j$ be the state localised on site $j$.

```lean
/-- The state localised on site `j` of the three-site chain, and zero for `j > 2`. -/
def site (j : ℕ) : EuclideanSpace ℂ (Fin 3) :=
  !₂[if j = 0 then 1 else 0, if j = 1 then 1 else 0, if j = 2 then 1 else 0]
```

Show that $H$ is Hermitian, that $s_0,s_1,s_2$ are orthonormal, and that the span condition holds with $m=2$ because
$$Hs_0=s_1,\qquad Hs_1=s_0+s_2.$$

**Solution.** For Hermiticity, compare
$$\langle x,Hy\rangle=\bar x_0y_1+\bar x_1(y_0+y_2)+\bar x_2y_1,$$
$$\langle Hx,y\rangle=\bar x_1y_0+(\bar x_0+\bar x_2)y_1+\bar x_1y_2,$$
which contain the same four products. The site states are the standard basis, hence orthonormal. Inserting $s_0=(1,0,0)$ and $s_1=(0,1,0)$ into $H$ gives $(0,1,0)$ and $(1,0,1)$, as required. Here $\alpha_0=\alpha_1=0$ and $\beta_0=\beta_1=1$, so $Hs_1=s_0+s_2$ is itself an instance of (g).

Lean checks the components case by case with `fin_cases`, then places each image in the required span.

```lean
/-- The three-site hopping operator and its site states satisfy the hypotheses of the
recurrence with `m = 2`. -/
theorem lanczos_witness : hop.IsSymmetric ∧
    Orthonormal ℂ (fun i : Fin (2 + 1) => site i) ∧ ReachesOneFurther hop site 2 := by
  refine ⟨?_, ?_, ?_⟩
  · intro x y
    simp [hop, PiLp.inner_apply, Fin.sum_univ_three]
    ring
  · rw [orthonormal_iff_ite]
    intro i j
    fin_cases i <;> fin_cases j <;>
      simp [site, PiLp.inner_apply, EuclideanSpace.norm_eq, Fin.sum_univ_three]
  · have h0 : hop (site 0) = site 1 := by
      ext i
      fin_cases i <;> simp [hop, site]
    have h1 : hop (site 1) = site 0 + site 2 := by
      ext i
      fin_cases i <;> simp [hop, site]
    intro j hj
    have hj' : j = 0 ∨ j = 1 := by omega
    rcases hj' with rfl | rfl
    · rw [h0]
      exact Submodule.subset_span ⟨1, Set.mem_Iic.2 (by norm_num), rfl⟩
    · rw [h1]
      exact Submodule.add_mem _
        (Submodule.subset_span ⟨0, Set.mem_Iic.2 (by norm_num), rfl⟩)
        (Submodule.subset_span ⟨2, Set.mem_Iic.2 (by norm_num), rfl⟩)

end

end LanczosRecurrence
```

```lean
#print axioms LanczosRecurrence.lanczos_tridiagonal
#print axioms LanczosRecurrence.lanczos_first_step
#print axioms LanczosRecurrence.lanczos_last_step
#print axioms LanczosRecurrence.lanczos_residual_norm
```

```
'LanczosRecurrence.lanczos_tridiagonal' depends on axioms: [propext, Classical.choice, Quot.sound]
'LanczosRecurrence.lanczos_first_step' depends on axioms: [propext, Classical.choice, Quot.sound]
'LanczosRecurrence.lanczos_last_step' depends on axioms: [propext, Classical.choice, Quot.sound]
'LanczosRecurrence.lanczos_residual_norm' depends on axioms: [propext, Classical.choice, Quot.sound]
```
